# At fixed velocity, the polarizability of a linearized Peierls chain scales as the inverse square of its gap

A half-filled chain with alternating bonds has a band gap $2m$, which shrinks as the alternation weakens. How strongly does the chain then respond to a static field along its axis?

Measure the momentum $k$ from the point where the gap is smallest, and start at $k=0$. The two states there have energies $\pm m$, and the velocity operator couples them with strength $v$, the slope of the bands before the gap opens. Second-order perturbation theory gives this momentum the weight $2v^2/(2m)^3=v^2/(4m^3)$. The weight stays of this order over a range of about $m/v$ in $k$, so the total is of order $v/m^2$. For independent electrons and a Hamiltonian linear in $k$, the full integral supplies the factor: $v/(3m^2)$ for $v,m>0$, per spin, with $e=\hbar=1$ and before the division by $2\pi$ that gives the value per unit length.

In Lean 4 with Mathlib:

```lean
import Mathlib

open MeasureTheory Filter Topology Matrix

namespace PeierlsChain

noncomputable section
```

## Two bands and their response

Measure $k$ from the gap minimum and use the two band-edge states as basis. To first order in $k$ the Hamiltonian is
$$H(k)=\begin{pmatrix}m&vk\\vk&-m\end{pmatrix}.$$
Here $m$ stands for the bond alternation and $v$ for the Fermi velocity of the uniform chain. Electrons do not interact; at half filling and zero temperature they fill the lower band and leave the upper one empty.

```lean
/-- Linearized two-band Hamiltonian of the Peierls chain with velocity `v` and half-gap `m`. -/
def hamiltonian (v m k : ℝ) : Matrix (Fin 2) (Fin 2) ℝ := !![m, v * k; v * k, -m]
```

The velocity operator is $dH/dk$. In the code `velocity` is this matrix, while the number `v` is the slope.

```lean
/-- The velocity operator of the linearized chain. -/
def velocity (v : ℝ) : Matrix (Fin 2) (Fin 2) ℝ := !![0, v; v, 0]
```

The bands lie at $\pm E$, with $E=\sqrt{v^2k^2+m^2}$.

```lean
/-- The upper band energy `E = √(v²k² + m²)`. -/
def bandEnergy (v m k : ℝ) : ℝ := √(v ^ 2 * k ^ 2 + m ^ 2)
```

An eigenvector for $+E$ is $u=(E+m,\;vk)$, left unnormalized.

```lean
/-- Unnormalized state of the upper band, for `m > 0`. -/
def upperState (v m k : ℝ) : Fin 2 → ℝ := ![bandEnergy v m k + m, v * k]
```

The orthogonal vector $l=(-vk,\;E+m)$ belongs to $-E$.

```lean
/-- Unnormalized state of the lower band, for `m > 0`. -/
def lowerState (v m k : ℝ) : Fin 2 → ℝ := ![-(v * k), bandEnergy v m k + m]
```

The squared matrix element between normalized states is $(u\cdot H'l)^2/(|u|^2|l|^2)$, where $H'=dH/dk$.

```lean
/-- Squared velocity matrix element between the two bands, divided by the squared norms
of the states; the domain is `m > 0`. -/
def transitionStrength (v m k : ℝ) : ℝ :=
  (upperState v m k ⬝ᵥ (velocity v *ᵥ lowerState v m k)) ^ 2 /
    ((upperState v m k ⬝ᵥ upperState v m k) * (lowerState v m k ⬝ᵥ lowerState v m k))
```

The static polarizability is $2\sum|x|^2/\Delta E$, and between bands $|x|=|H'|/\Delta E$ in matrix elements. With $\Delta E=2E$, each $k$ carries twice the transition strength over $(2E)^3$. This sum-over-states expression enters as a definition. The name `density` means a density in $k$, not an electron density.

```lean
/-- Sum-over-states polarizability density in velocity form: twice the transition strength
over the cube of the gap `2E`; the domain is `m > 0`. -/
def density (v m k : ℝ) : ℝ := 2 * transitionStrength v m k / (2 * bandEnergy v m k) ^ 3
```

Integrate over all real $k$. The result is per spin, with $e=\hbar=1$; dividing by $2\pi$ gives the value per unit length.

```lean
/-- Longitudinal polarizability for `m > 0`: the density integrated over all real `k`,
per spin, in units `e = ħ = 1` and without the factor `1/(2π)`. -/
def polarizability (v m : ℝ) : ℝ := ∫ k, density v m k
```

The upper state is proportional to $(\cos\varphi,\sin\varphi)$ with a mixing angle $\varphi$. The ratio $s=vk/E=\sin2\varphi$ will make the integral elementary.

```lean
/-- The ratio `s = vk/E`, for `m > 0`. -/
def bandSine (v m k : ℝ) : ℝ := v * k / bandEnergy v m k
```

## From eigenvectors to the integrand

Squaring the root gives $E^2=v^2k^2+m^2\ge m^2$, hence $E\ge m>0$. Most of the later algebra rests on this identity.

```lean
/-- For `m > 0` the band energy obeys `E² = v²k² + m²` and is at least the half-gap `m`. -/
theorem bandEnergy_spec (v k : ℝ) {m : ℝ} (hm : 0 < m) :
    bandEnergy v m k ^ 2 = v ^ 2 * k ^ 2 + m ^ 2 ∧ m ≤ bandEnergy v m k :=
  ⟨Real.sq_sqrt (by positivity),
    (Real.le_sqrt' hm).2 (by nlinarith [mul_nonneg (sq_nonneg v) (sq_nonneg k)])⟩
```

Differentiating $H(k)$ entry by entry gives $0$ on the diagonal and $v$ off it. The proof checks the four entries separately.

```lean
/-- The velocity operator is the derivative of the Hamiltonian with respect to `k`,
entry by entry. -/
theorem hasDerivAt_hamiltonian (v m k : ℝ) (i j : Fin 2) :
    HasDerivAt (fun q => hamiltonian v m q i j) (velocity v i j) k := by
  have h : HasDerivAt (fun q : ℝ => v * q) v k :=
    ((hasDerivAt_id' k).const_mul v).congr_deriv (mul_one v)
  fin_cases i <;> fin_cases j
  · exact hasDerivAt_const k m
  · exact h
  · exact h
  · exact hasDerivAt_const k (-m)
```

For the upper state, the first component of $Hu$ is $m(E+m)+v^2k^2=E(E+m)$ and the second is $vk(E+m)-mvk=Evk$. For the lower state the components are $Evk$ and $-v^2k^2-m(E+m)=-E(E+m)$, which is $-El$. Where $E^2$ appears, `linear_combination` inserts the identity above.

```lean
/-- For `m > 0` the upper and lower states solve the Schrödinger equation with
energies `E` and `-E`. -/
theorem band_states (v k : ℝ) {m : ℝ} (hm : 0 < m) :
    hamiltonian v m k *ᵥ upperState v m k = bandEnergy v m k • upperState v m k ∧
    hamiltonian v m k *ᵥ lowerState v m k = (-bandEnergy v m k) • lowerState v m k := by
  have hsq := (bandEnergy_spec v k hm).1
  constructor
  · ext i
    fin_cases i <;> simp [hamiltonian, upperState, Matrix.mulVec, dotProduct, Fin.sum_univ_two]
    · linear_combination -hsq
    · ring
  · ext i
    fin_cases i <;> simp [hamiltonian, lowerState, Matrix.mulVec, dotProduct, Fin.sum_univ_two]
    · ring
    · linear_combination hsq
```

The matrix element is
$$u\cdot H'l=v\left[(E+m)^2-v^2k^2\right]=2vm(E+m),$$
and both squared norms are $(E+m)^2+v^2k^2=2E(E+m)$. Between normalized states the element is therefore $vm/E$, with square $(vm/E)^2$. The steps `h1`, `h2` and `h3` are these three evaluations.

```lean
/-- For `m > 0` the interband transition strength is `(vm/E)²`. -/
theorem transitionStrength_eq (v k : ℝ) {m : ℝ} (hm : 0 < m) :
    transitionStrength v m k = (v * m / bandEnergy v m k) ^ 2 := by
  obtain ⟨hsq, hmE⟩ := bandEnergy_spec v k hm
  have hE : 0 < bandEnergy v m k := hm.trans_le hmE
  have h1 : upperState v m k ⬝ᵥ (velocity v *ᵥ lowerState v m k)
      = 2 * v * m * (bandEnergy v m k + m) := by
    simp [upperState, lowerState, velocity, Matrix.mulVec, dotProduct, Fin.sum_univ_two]
    linear_combination v * hsq
  have h2 : upperState v m k ⬝ᵥ upperState v m k
      = 2 * bandEnergy v m k * (bandEnergy v m k + m) := by
    simp [upperState, dotProduct, Fin.sum_univ_two]
    linear_combination -hsq
  have h3 : lowerState v m k ⬝ᵥ lowerState v m k
      = 2 * bandEnergy v m k * (bandEnergy v m k + m) := by
    simp [lowerState, dotProduct, Fin.sum_univ_two]
    linear_combination -hsq
  rw [transitionStrength, h1, h2, h3, div_pow, div_eq_div_iff (by positivity) (by positivity)]
  ring
```

The density follows:
$$\frac{2(vm/E)^2}{(2E)^3}=\frac{v^2m^2}{4E^5}=\frac{v^2m^2}{4(v^2k^2+m^2)^{5/2}}.$$
The theorem states both forms; its `h2` turns the fifth power of a square root into the power $5/2$.

```lean
/-- For `m > 0` the polarizability density is `v²m²/(4E⁵)`, that is,
`v²m²/(4(v²k² + m²)^(5/2))`. -/
theorem density_eq (v k : ℝ) {m : ℝ} (hm : 0 < m) :
    density v m k = v ^ 2 * m ^ 2 / (4 * bandEnergy v m k ^ 5) ∧
    density v m k = v ^ 2 * m ^ 2 / (4 * (v ^ 2 * k ^ 2 + m ^ 2) ^ (5 / 2 : ℝ)) := by
  have hE : 0 < bandEnergy v m k := hm.trans_le (bandEnergy_spec v k hm).2
  have h1 : density v m k = v ^ 2 * m ^ 2 / (4 * bandEnergy v m k ^ 5) := by
    rw [density, transitionStrength_eq v k hm, div_pow, ← mul_div_assoc, div_div,
      div_eq_div_iff (by positivity) (by positivity)]
    ring
  have h2 : ∀ x : ℝ, 0 ≤ x → √x ^ 5 = x ^ (5 / 2 : ℝ) := by
    intro x hx
    rw [Real.sqrt_eq_rpow, ← Real.rpow_natCast, ← Real.rpow_mul hx]
    norm_num
  refine ⟨h1, ?_⟩
  rw [h1, bandEnergy, h2 _ (by positivity)]
```

## Integrating over momentum

Since $dE/dk=v^2k/E$,
$$\frac{ds}{dk}=\frac{v}{E}-\frac{v^3k^2}{E^3}=\frac{vm^2}{E^3},\qquad 1-s^2=\frac{m^2}{E^2}.$$
Hence
$$\frac{d}{dk}\left[\frac{v}{4m^2}\left(s-\frac{s^3}{3}\right)\right]=\frac{v}{4m^2}(1-s^2)\frac{ds}{dk}=\frac{v^2m^2}{4E^5}.$$
In the proof, `hs` is the first formula, `hcos` the second, and the closing `calc` multiplies them.

```lean
/-- For `m > 0` the function `v/(4m²) (s - s³/3)` with `s = vk/E` is an antiderivative
of the polarizability density. -/
theorem hasDerivAt_response (v k : ℝ) {m : ℝ} (hm : 0 < m) :
    HasDerivAt (fun q => v / (4 * m ^ 2) * (bandSine v m q - bandSine v m q ^ 3 / 3))
      (density v m k) k := by
  obtain ⟨hsq, hmE⟩ := bandEnergy_spec v k hm
  have hE : 0 < bandEnergy v m k := hm.trans_le hmE
  have h0 : HasDerivAt (fun q : ℝ => v ^ 2 * q ^ 2 + m ^ 2) (v ^ 2 * (2 * k)) k :=
    (((hasDerivAt_pow 2 k).const_mul (v ^ 2)).add_const (m ^ 2)).congr_deriv (by norm_num)
  -- the slope of the band
  have h1 : HasDerivAt (bandEnergy v m) (v ^ 2 * k / bandEnergy v m k) k := by
    refine (h0.sqrt (by positivity)).congr_deriv ?_
    change v ^ 2 * (2 * k) / (2 * bandEnergy v m k) = _
    rw [div_eq_div_iff (by positivity) (by positivity)]
    ring
  have hl : HasDerivAt (fun q : ℝ => v * q) v k :=
    ((hasDerivAt_id' k).const_mul v).congr_deriv (mul_one v)
  have hs : HasDerivAt (bandSine v m) (v * m ^ 2 / bandEnergy v m k ^ 3) k := by
    refine (hl.div h1 hE.ne').congr_deriv ?_
    have hc : v ^ 2 * k / bandEnergy v m k * bandEnergy v m k = v ^ 2 * k :=
      div_mul_cancel₀ _ hE.ne'
    rw [div_eq_div_iff (by positivity) (by positivity)]
    linear_combination v * bandEnergy v m k ^ 2 * hsq - v * k * bandEnergy v m k ^ 2 * hc
  have h3 : HasDerivAt (fun q => bandSine v m q ^ 3)
      (3 * bandSine v m k ^ 2 * (v * m ^ 2 / bandEnergy v m k ^ 3)) k :=
    (hs.pow 3).congr_deriv (by norm_num)
  have hcos : 1 - bandSine v m k ^ 2 = m ^ 2 / bandEnergy v m k ^ 2 := by
    rw [bandSine, div_pow, eq_div_iff (by positivity), sub_mul,
      div_mul_cancel₀ _ (by positivity)]
    linear_combination hsq
  refine ((hs.sub (h3.div_const 3)).const_mul (v / (4 * m ^ 2))).congr_deriv ?_
  calc _ = v / (4 * m ^ 2) * (v * m ^ 2 / bandEnergy v m k ^ 3)
        * (1 - bandSine v m k ^ 2) := by ring
    _ = density v m k := by
      rw [hcos, (density_eq v k hm).1, div_mul_div_comm, div_mul_div_comm,
        div_eq_div_iff (by positivity) (by positivity)]
      ring
```

To integrate over the whole line, bound the density by a Lorentzian. From $E^3\ge m^3$ and $E^2=m^2[1+(vk/m)^2]$,
$$\frac{v^2m^2}{4E^5}\le\frac{v^2}{4m^3}\,\frac{1}{1+(vk/m)^2}.$$
The Lorentzian is integrable, and so is the continuous density below it.

```lean
/-- For `v, m > 0` the polarizability density is integrable over the whole `k` axis. -/
theorem integrable_density {v m : ℝ} (hv : 0 < v) (hm : 0 < m) :
    Integrable (density v m) := by
  have hE : ∀ k, 0 < bandEnergy v m k := fun k => hm.trans_le (bandEnergy_spec v k hm).2
  have hcE : Continuous (bandEnergy v m) := by
    unfold bandEnergy
    fun_prop
  have hfun : density v m = fun k => v ^ 2 * m ^ 2 / (4 * bandEnergy v m k ^ 5) :=
    funext fun k => (density_eq v k hm).1
  have hc : Continuous (density v m) := by
    rw [hfun]
    exact continuous_const.div (continuous_const.mul (hcE.pow 5))
      (fun k => (mul_pos four_pos (pow_pos (hE k) 5)).ne')
  -- compare with a Lorentzian of width m / v
  have hL := (integrable_inv_one_add_sq.comp_mul_left' (div_pos hv hm).ne').const_mul
    (v ^ 2 / (4 * m ^ 3))
  refine hL.mono' hc.aestronglyMeasurable (Eventually.of_forall fun k => ?_)
  obtain ⟨hsq, hmE⟩ := bandEnergy_spec v k hm
  have hk := hE k
  have h1 : 1 + (v / m * k) ^ 2 = bandEnergy v m k ^ 2 / m ^ 2 := by
    rw [hsq]
    field_simp
    ring
  have h2 : m ^ 3 ≤ bandEnergy v m k ^ 3 := pow_le_pow_left₀ hm.le hmE 3
  have h3 : v ^ 2 / (4 * m ^ 3) * (1 + (v / m * k) ^ 2)⁻¹
      = v ^ 2 * m ^ 2 / (4 * m ^ 3 * bandEnergy v m k ^ 2) := by
    rw [h1, inv_div, div_mul_div_comm]
  rw [(density_eq v k hm).1, Real.norm_of_nonneg (by positivity), h3]
  refine div_le_div_of_nonneg_left (by positivity) (by positivity) ?_
  nlinarith [mul_le_mul_of_nonneg_right h2 (sq_nonneg (bandEnergy v m k))]
```

For $v>0$ and $k\ge0$, $s=\sqrt{1-m^2/E^2}\to1$ as $k\to\infty$. Because $s$ is odd, it tends to $-1$ on the left. The antiderivative thus gives
$$\frac{v}{4m^2}\left[\frac23-\left(-\frac23\right)\right]=\frac{v}{3m^2}.$$
The limits are `htop` and `hbot`, and the fundamental theorem of calculus on the whole line combines them.

The sign of $v$ matters. For $v=-1$, $m=1$ the integrand is the same as for $v=1$, so the integral is $1/3$, whereas $v/(3m^2)$ would be $-1/3$. The formula fails without the condition $v\ge0$.

```lean
/-- For `v, m > 0` the longitudinal polarizability of the linearized Peierls chain
is `v/(3m²)`. -/
theorem polarizability_eq {v m : ℝ} (hv : 0 < v) (hm : 0 < m) :
    polarizability v m = v / (3 * m ^ 2) := by
  have h1 : Tendsto (fun k : ℝ => m ^ 2 / (v ^ 2 * k ^ 2 + m ^ 2)) atTop (𝓝 0) :=
    tendsto_const_nhds.div_atTop (tendsto_atTop_add_const_right _ _
      ((tendsto_pow_atTop two_ne_zero).const_mul_atTop (pow_pos hv 2)))
  have h2 : Tendsto (fun k : ℝ => √(1 - m ^ 2 / (v ^ 2 * k ^ 2 + m ^ 2))) atTop (𝓝 1) := by
    have h := ((tendsto_const_nhds (x := (1 : ℝ))).sub h1).sqrt
    simpa using h
  -- s tends to 1 on the right and, being odd, to -1 on the left
  have htop : Tendsto (bandSine v m) atTop (𝓝 1) := by
    refine h2.congr' ?_
    filter_upwards [eventually_ge_atTop 0] with k hk
    obtain ⟨hsq, hmE⟩ := bandEnergy_spec v k hm
    have hE : 0 < bandEnergy v m k := hm.trans_le hmE
    have h : 1 - m ^ 2 / bandEnergy v m k ^ 2 = bandSine v m k ^ 2 := by
      rw [bandSine, div_pow, eq_div_iff (by positivity), sub_mul,
        div_mul_cancel₀ _ (by positivity)]
      linear_combination hsq
    have hs : 0 ≤ bandSine v m k := div_nonneg (mul_nonneg hv.le hk) hE.le
    rw [← hsq, h, Real.sqrt_sq hs]
  have hbot : Tendsto (bandSine v m) atBot (𝓝 (-1)) := by
    refine (htop.comp tendsto_neg_atBot_atTop).neg.congr (fun k => ?_)
    simp [bandSine, bandEnergy, neg_div]
  rw [polarizability, integral_of_hasDerivAt_of_tendsto
    (fun k => hasDerivAt_response v k hm) (integrable_density hv hm)
    ((hbot.sub ((hbot.pow 3).div_const 3)).const_mul (v / (4 * m ^ 2)))
    ((htop.sub ((htop.pow 3).div_const 3)).const_mul (v / (4 * m ^ 2)))]
  ring
```

## A finite momentum window and a halved gap

A real chain has a finite Brillouin zone and a Hamiltonian that is not linear in $k$; extending the linearized Hamiltonian to all $k$ is an approximation, good when the gap is small compared with the band width. A cutoff $K\ge0$ within the linearized model shows how much comes from near the gap. As $s$ is odd, the two ends add:
$$\int_{-K}^{K}\frac{v^2m^2}{4E^5}\,dk=\frac{v}{2m^2}\left(s-\frac{s^3}{3}\right),\qquad s=\frac{vK}{E(K)}.$$
For $vK\ll m$ this is approximately $v^2K/(2m^3)$, the window length $2K$ times the weight at $k=0$. In that limit the response varies as $m^{-3}$; the inverse square belongs to the integral over all $k$.

```lean
/-- For `v, m > 0` the oriented integral of the polarizability density from `-K` to `K` is
`v/(2m²) (s - s³/3)`, where `s = vK/E(K)`; for `K ≥ 0` it is the contribution of that momentum
window to the polarizability. -/
theorem window_polarizability {v m : ℝ} (hv : 0 < v) (hm : 0 < m) (K : ℝ) :
    ∫ k in (-K)..K, density v m k
      = v / (2 * m ^ 2) * (bandSine v m K - bandSine v m K ^ 3 / 3) := by
  have hodd : bandSine v m (-K) = -bandSine v m K := by
    simp [bandSine, bandEnergy, neg_div]
  rw [intervalIntegral.integral_eq_sub_of_hasDerivAt
    (fun k _ => hasDerivAt_response v k hm) (integrable_density hv hm).intervalIntegrable]
  simp only [hodd]
  ring
```

Replacing $m$ by $m/2$ at the same $v$ gives $v/(3m^2/4)=4v/(3m^2)$. In this non-interacting, linearized model, an electronic-structure method that underestimates the gap by a factor of two, with the velocity right, overestimates the static polarizability fourfold. Such an error would carry over to a dispersion model that takes this polarizability as input.

```lean
/-- Halving the gap at fixed velocity quadruples the longitudinal polarizability,
for `v, m > 0`. -/
theorem polarizability_half_gap {v m : ℝ} (hv : 0 < v) (hm : 0 < m) :
    polarizability v (m / 2) = 4 * polarizability v m := by
  rw [polarizability_eq hv (half_pos hm), polarizability_eq hv hm]
  ring

end

end PeierlsChain
```

```lean
#print axioms PeierlsChain.hasDerivAt_hamiltonian
-- 'PeierlsChain.hasDerivAt_hamiltonian' depends on axioms: [propext, Classical.choice, Quot.sound]
#print axioms PeierlsChain.band_states
-- 'PeierlsChain.band_states' depends on axioms: [propext, Classical.choice, Quot.sound]
#print axioms PeierlsChain.window_polarizability
-- 'PeierlsChain.window_polarizability' depends on axioms: [propext, Classical.choice, Quot.sound]
#print axioms PeierlsChain.polarizability_half_gap
-- 'PeierlsChain.polarizability_half_gap' depends on axioms: [propext, Classical.choice, Quot.sound]
```
